# Two-body fragment energies of a six-site Hückel ring miss the sign of its closing hopping

## A ring cut into three bonds

Six electrons occupy a ring of six sites, and their energy is to be estimated from calculations on pieces of the ring. The sites are numbered 0 to 5. Neighbours are joined by a hopping $-1$, except that sites 5 and 0 are joined by $-s$, with $s=1$ or $s=-1$. On-site energies are zero, and energies are in units of the hopping strength $|\beta|$. The case $s=1$ is the Hückel model of benzene; $s=-1$ is the corresponding Möbius ring.

The electrons do not interact. A closed-shell state of $2k$ electrons in real orbitals is described by a real matrix $P$ with $P^T=P$, $P^2=P$ and $\operatorname{tr}P=k$, the projector onto the doubly occupied orbitals. Its energy is $2\operatorname{tr}(PH)$, where $H$ is the Hamiltonian matrix. Since $H$ is real symmetric and the same for both spins, doubly filling its $k$ lowest real eigenvectors gives the lowest energy of $2k$ electrons; complex orbitals or open shells cannot go lower. The spin-summed density matrix of most codes is $2P$.

The fragments are the site pairs $(0,1)$, $(2,3)$ and $(4,5)$, with two electrons each. Fragment and pair Hamiltonians are submatrices of the ring Hamiltonian, without capping or embedding. With $E_I$ the energy of fragment $I$ and $E_{IJ}$ that of a pair, the two-body energy is

$$E^{(2)}=\sum_I E_I+\sum_{I<J}\left(E_{IJ}-E_I-E_J\right).$$

## One fragment sum, two ring energies

| | $s=1$ | $s=-1$ |
|---|---|---|
| two-body energy | $6-6\sqrt5\approx-7.416$ | $6-6\sqrt5\approx-7.416$ |
| exact energy | $-8$ | $-4\sqrt3\approx-6.928$ |

The expansion lies about $0.584$ above the exact energy for $s=1$ and about $0.488$ below it for $s=-1$. It misses the whole difference between the aromatic ring and its Möbius partner.

## Where a fragment code meets this

A many-body expansion truncated at pairs is accurate when the omitted terms, from three-body upwards, have a small sum. In this non-interacting six-site model the three-body term is the entire error, and it changes sign with $s$. No pair contains the closed ring. The sign of a single hopping in an open chain can be removed by changing the signs of the basis orbitals on one side of it; in the ring, the product of the hoppings is unaffected by such changes.

The model also supplies reference values for an implementation that cuts Hamiltonians in this way: $-2$ for each fragment, $-2\sqrt5$ for each pair, and the energies in the table.

## Energies from a polynomial in $H^2$

**A bound on all projectors.** Suppose that a symmetric projector $Q$ and numbers $a,b\ge0$ satisfy

$$(1-2Q)A=H,\qquad A=aH^2+b.$$

Transposing gives $A(1-2Q)=H$. For any symmetric projector $P$,

$$\operatorname{tr}(PH)=\operatorname{tr}(PA)-2\operatorname{tr}(PQA)=\operatorname{tr}(PA)-2\operatorname{tr}(QPA).$$

Averaging the two forms, and using $QH=(Q-2Q^2)A=-QA$, we get

$$\operatorname{tr}(PH)-\operatorname{tr}(QH)=\operatorname{tr}\left((P-Q)^2A\right).$$

The right side equals $a\|(P-Q)H\|^2+b\|P-Q\|^2\ge0$ in the Frobenius norm. Hence $Q$ has the lowest energy. Since $\operatorname{tr}H=0$ here, that energy is

$$2\operatorname{tr}(QH)=\operatorname{tr}H-\operatorname{tr}A=-a\operatorname{tr}H^2-b\operatorname{tr}1.$$

It remains to find $Q$ in each case. Where $S$ is given below, $Q=(1-S)/2$; it is a projector because $S^2=1$. Each such $S$ is odd in $H$. Odd powers of $H$ have zero diagonal, because hops connect only even and odd sites, so $Q$ fills half of the orbitals.

**Fragment.** Here $H^2=1$. Take $S=H$, $a=0$, $b=1$. The energy is $-2$.

**Pair.** Each pair is an open four-site chain with outer hoppings $-1$ and middle hopping $-t$, where $t=\pm1$. Squaring gives $H^4=3H^2-1$. Take

$$S=\frac{4H-H^3}{\sqrt5},\qquad a=b=\frac1{\sqrt5}.$$

Then $H^5=3H^3-H$ and $H^6=8H^2-3$, so

$$SA=\frac{3H^3+4H-H^5}{5}=H,\qquad S^2=\frac{16H^2-8H^4+H^6}{5}=1.$$

With $\operatorname{tr}H^2=6$, the energy is $-(6+4)/\sqrt5=-2\sqrt5$ for either sign of $t$.

**Ring, $s=1$.** Now $H^4=5H^2-4$. Take $S=(7H-H^3)/6$, $a=1/3$, $b=2/3$. Then $H^5=5H^3-4H$ and $H^6=21H^2-20$, so

$$SA=\frac{5H^3+14H-H^5}{18}=H,\qquad S^2=\frac{49H^2-14H^4+H^6}{36}=1.$$

With $\operatorname{tr}H^2=12$, the energy is $-(4+4)=-8$.

**Ring, $s=-1$.** Now $H^3=3H$, with two orbitals at each of $-\sqrt3$, $0$ and $\sqrt3$. The bonding projector is $B=(H^2-\sqrt3H)/6$, with $B^2=B$ and trace 2. The third occupied orbital is a zero mode, for instance $z=(1,0,-1,0,1,0)^T/\sqrt3$, which satisfies $Hz=0$ and $Bz=0$. Put $Q=B+zz^T$, $a=1/\sqrt3$, $b=0$. Since $BH^2=3B$,

$$(1-2Q)A=\frac{H^2-6B}{\sqrt3}=H.$$

The energy is $-12/\sqrt3=-4\sqrt3$.

**Sum.** The two-body energy is $3(-2)+3(-2\sqrt5+4)=6-6\sqrt5$.

## The Lean source

```lean
import Mathlib

open Matrix

namespace HueckelRingFragments

noncomputable section

variable {n : Type*} [Fintype n] [DecidableEq n]

/-- For symmetric `H` and `k` at most the number of sites, the ground energy of `2k` independent
electrons: the infimum of `2 tr(PH)` over the projectors `P` onto `k` doubly occupied real orbitals.
-/
def groundEnergy (H : Matrix n n ℝ) (k : ℕ) : ℝ :=
  sInf {E | ∃ P : Matrix n n ℝ, Pᵀ = P ∧ P * P = P ∧ P.trace = k ∧ E = 2 * (P * H).trace}

/-- The six-site Hückel ring with five hoppings `-1` and one closing hopping `-s`. -/
def ringH (s : ℝ) : Matrix (Fin 6) (Fin 6) ℝ :=
  !![0, -1, 0, 0, 0, -s; -1, 0, -1, 0, 0, 0; 0, -1, 0, -1, 0, 0;
     0, 0, -1, 0, -1, 0; 0, 0, 0, -1, 0, -1; -s, 0, 0, 0, -1, 0]

/-- The two sites of each of the three fragments. -/
def site : Fin 3 → Fin 2 → Fin 6 := ![![0, 1], ![2, 3], ![4, 5]]

/-- The Hamiltonian of fragment `I`, cut out of the ring. -/
def fragment (s : ℝ) (I : Fin 3) : Matrix (Fin 2) (Fin 2) ℝ :=
  (ringH s).submatrix (site I) (site I)

/-- The Hamiltonian of the pair of fragments `I` and `J`, cut out of the ring. -/
def pair (s : ℝ) (I J : Fin 3) : Matrix (Fin 4) (Fin 4) ℝ :=
  (ringH s).submatrix ![site I 0, site I 1, site J 0, site J 1]
    ![site I 0, site I 1, site J 0, site J 1]

/-- The two-body expansion with two electrons per fragment: fragment energies plus the
corrections of the three pairs `I`, `I + 1` (cyclic). -/
def twoBody (s : ℝ) : ℝ :=
  ∑ I, groundEnergy (fragment s I) 1 +
    ∑ I, (groundEnergy (pair s I (I + 1)) 2 - groundEnergy (fragment s I) 1
      - groundEnergy (fragment s (I + 1)) 1)

/-- The open four-site chain with outer hoppings `-1` and middle hopping `-t`. -/
def chain (t : ℝ) : Matrix (Fin 4) (Fin 4) ℝ :=
  !![0, -1, 0, 0; -1, 0, -t, 0; 0, -t, 0, -1; 0, 0, -1, 0]

/-- The two-site Hamiltonian with hopping `-1`. -/
def bondH : Matrix (Fin 2) (Fin 2) ℝ := !![0, -1; -1, 0]

/-- The projector onto the even combination of two sites. -/
def bondQ : Matrix (Fin 2) (Fin 2) ℝ := !![1/2, 1/2; 1/2, 1/2]

/-- Let `H` be symmetric with square `G`, and `Q` a symmetric projector of trace `k`. If
`(1 - 2Q)(aG + b) = H` with `a, b ≥ 0`, then occupying `Q` gives the ground energy. -/
theorem groundEnergy_eq {H Q G : Matrix n n ℝ} {a b : ℝ} {k : ℕ} (hH : Hᵀ = H)
    (hQ : Qᵀ = Q) (hQQ : Q * Q = Q) (hG : H * H = G)
    (hA : (1 - Q - Q) * (a • G + b • (1 : Matrix n n ℝ)) = H)
    (ha : 0 ≤ a) (hb : 0 ≤ b) (hk : Q.trace = k) :
    groundEnergy H k = 2 * (Q * H).trace := by
  obtain ⟨A, hA'⟩ : ∃ A, A = a • G + b • (1 : Matrix n n ℝ) := ⟨_, rfl⟩
  rw [← hA'] at hA
  have hGt : Gᵀ = G := by rw [← hG, transpose_mul, hH]
  have hAt : Aᵀ = A := by
    rw [hA', transpose_add, transpose_smul, transpose_smul, hGt, transpose_one]
  have hAQ : A * (1 - Q - Q) = H := by
    have h := congrArg Matrix.transpose hA
    rwa [transpose_mul, transpose_sub, transpose_sub, transpose_one, hQ, hAt, hH] at h
  have hQH : Q * H = -(Q * A) := by
    calc Q * H = Q * A - Q * Q * A - Q * Q * A := by rw [← hA]; noncomm_ring
      _ = -(Q * A) := by rw [hQQ]; abel
  unfold groundEnergy
  refine IsLeast.csInf_eq ⟨⟨Q, hQ, hQQ, hk, rfl⟩, ?_⟩
  rintro E ⟨P, hPt, hPP, -, rfl⟩
  have gram : ∀ M : Matrix n n ℝ, 0 ≤ (Mᵀ * M).trace := fun M => by
    simp only [Matrix.trace, Matrix.diag_apply, Matrix.mul_apply, Matrix.transpose_apply]
    exact Finset.sum_nonneg fun i _ => Finset.sum_nonneg fun j _ => mul_self_nonneg _
  -- the weighted distance between the projectors P and Q is nonnegative
  have h1 : 0 ≤ ((P - Q) * (P - Q) * G).trace := by
    have h := gram ((P - Q) * H)
    rw [transpose_mul, transpose_sub, hPt, hQ, hH, mul_assoc, trace_mul_comm] at h
    simpa only [← hG, mul_assoc] using h
  have h2 : 0 ≤ ((P - Q) * (P - Q)).trace := by
    have h := gram (P - Q)
    rwa [transpose_sub, hPt, hQ] at h
  have h3 : 0 ≤ ((P - Q) * (P - Q) * A).trace := by
    rw [hA', mul_add, mul_smul_comm, mul_smul_comm, mul_one, trace_add, trace_smul,
      trace_smul, smul_eq_mul, smul_eq_mul]
    positivity
  have h4 : (P - Q) * (P - Q) * A = P * A - P * Q * A - Q * P * A + Q * A := by
    calc _ = P * P * A - P * Q * A - Q * P * A + Q * Q * A := by noncomm_ring
      _ = _ := by rw [hPP, hQQ]
  have e1 : (P * H).trace = (P * A).trace - (P * Q * A).trace - (P * Q * A).trace := by
    rw [← trace_sub, ← trace_sub, ← hA]
    congr 1
    noncomm_ring
  have e2 : (P * H).trace = (P * A).trace - (Q * P * A).trace - (Q * P * A).trace := by
    rw [← trace_mul_cycle P A Q, ← trace_sub, ← trace_sub, ← hAQ]
    congr 1
    noncomm_ring
  rw [h4, trace_add, trace_sub, trace_sub] at h3
  rw [hQH, trace_neg]
  linarith

/-- The two-site Hamiltonian and its even orbital satisfy the relations of
`groundEnergy_eq` with `G = 1`, `a = 0`, `b = 1` and `k = 1`. -/
theorem groundEnergy_eq_witness :
    bondHᵀ = bondH ∧ bondQᵀ = bondQ ∧ bondQ * bondQ = bondQ ∧ bondH * bondH = 1 ∧
    (1 - bondQ - bondQ) * ((0 : ℝ) • (1 : Matrix (Fin 2) (Fin 2) ℝ) +
      (1 : ℝ) • (1 : Matrix (Fin 2) (Fin 2) ℝ)) = bondH ∧ bondQ.trace = (1 : ℕ) := by
  refine ⟨?_, ?_, ?_, ?_, ?_, by norm_num [bondQ, Matrix.trace_fin_two]⟩ <;> ext i j <;>
    fin_cases i <;> fin_cases j <;>
    norm_num [bondH, bondQ, Matrix.mul_apply, Fin.sum_univ_two, Matrix.one_apply]

/-- Each two-site fragment with two electrons has energy `-2`. -/
theorem fragment_energy (s : ℝ) (I : Fin 3) : groundEnergy (fragment s I) 1 = -2 := by
  have hF : fragment s I = bondH := by
    fin_cases I <;> ext i j <;> fin_cases i <;> fin_cases j <;> rfl
  obtain ⟨h1, h2, h3, h4, h5, h6⟩ := groundEnergy_eq_witness
  rw [hF, groundEnergy_eq h1 h2 h3 h4 h5 le_rfl zero_le_one h6]
  norm_num [bondH, bondQ, Matrix.trace_fin_two, Matrix.mul_apply, Fin.sum_univ_two]

/-- For `s = 1` or `s = -1`, every pair of fragments with four electrons has energy `-2√5`. -/
theorem pair_energy {s : ℝ} (hs : s = 1 ∨ s = -1) (I : Fin 3) :
    groundEnergy (pair s I (I + 1)) 2 = -2 * √5 := by
  -- each pair is an open chain; only its middle hopping can carry the sign
  obtain ⟨t, ht, hP⟩ : ∃ t : ℝ, (t = 1 ∨ t = -1) ∧ pair s I (I + 1) = chain t := by
    fin_cases I
    · exact ⟨1, Or.inl rfl, by ext i j; fin_cases i <;> fin_cases j <;> rfl⟩
    · exact ⟨1, Or.inl rfl, by ext i j; fin_cases i <;> fin_cases j <;> rfl⟩
    · exact ⟨s, hs, by ext i j; fin_cases i <;> fin_cases j <;> rfl⟩
  rw [hP]
  clear hP
  obtain ⟨r, hr⟩ : ∃ r, r = √5 / 10 := ⟨_, rfl⟩
  have h : √5 * √5 = 5 := Real.mul_self_sqrt (by norm_num)
  have hrr : r * r = 1 / 20 := by rw [hr]; linear_combination h / 100
  have hr0 : 0 ≤ 2 * r := by rw [hr]; positivity
  refine (groundEnergy_eq (H := chain t) (k := 2) (a := 2 * r) (b := 2 * r)
    (Q := !![1/2, 2*r, 0, -(r*t); 2*r, 1/2, r*t, 0; 0, r*t, 1/2, 2*r; -(r*t), 0, 2*r, 1/2])
    (G := !![1, 0, t, 0; 0, 2, 0, t; t, 0, 2, 0; 0, t, 0, 1])
    ?_ ?_ ?_ ?_ ?_ hr0 hr0 ?_).trans ?_
  iterate 5
    · rcases ht with rfl | rfl <;> ext i j <;>
        simp only [Matrix.mul_apply, Fin.sum_univ_four, Matrix.add_apply, Matrix.sub_apply,
          Matrix.smul_apply, Matrix.one_apply, Matrix.transpose_apply] <;>
        fin_cases i <;> fin_cases j <;> simp [chain, -mul_eq_zero] <;> linarith
  · simp [Matrix.trace, Fin.sum_univ_four]
    norm_num
  · simp only [Matrix.trace, Matrix.diag_apply, Matrix.mul_apply, Fin.sum_univ_four]
    rcases ht with rfl | rfl <;> simp [chain] <;> linarith

/-- The ring with `s = 1` and six electrons has energy `-8`. -/
theorem ring_energy_pos : groundEnergy (ringH 1) 3 = -8 := by
  refine (groundEnergy_eq (H := ringH 1) (k := 3) (a := 1 / 3) (b := 2 / 3)
    (Q := !![1/2, 1/3, 0, -1/6, 0, 1/3; 1/3, 1/2, 1/3, 0, -1/6, 0; 0, 1/3, 1/2, 1/3, 0, -1/6;
      -1/6, 0, 1/3, 1/2, 1/3, 0; 0, -1/6, 0, 1/3, 1/2, 1/3; 1/3, 0, -1/6, 0, 1/3, 1/2])
    (G := !![2, 0, 1, 0, 1, 0; 0, 2, 0, 1, 0, 1; 1, 0, 2, 0, 1, 0;
      0, 1, 0, 2, 0, 1; 1, 0, 1, 0, 2, 0; 0, 1, 0, 1, 0, 2])
    ?_ ?_ ?_ ?_ ?_ (by norm_num) (by norm_num) ?_).trans ?_
  iterate 2
    · ext i j; fin_cases i <;> fin_cases j <;> rfl
  iterate 3
    · ext i j
      simp only [Matrix.mul_apply, Fin.sum_univ_six, Matrix.add_apply, Matrix.sub_apply,
        Matrix.smul_apply, Matrix.one_apply]
      fin_cases i <;> fin_cases j <;> simp [ringH] <;> norm_num
  · simp [Matrix.trace, Fin.sum_univ_six]
    norm_num
  · simp only [Matrix.trace, Matrix.diag_apply, Matrix.mul_apply, Fin.sum_univ_six]
    simp [ringH]
    norm_num

set_option maxHeartbeats 400000 in
/-- The ring with `s = -1` and six electrons has energy `-4√3`. -/
theorem ring_energy_neg : groundEnergy (ringH (-1)) 3 = -4 * √3 := by
  obtain ⟨r, hr⟩ : ∃ r, r = √3 / 6 := ⟨_, rfl⟩
  have h : √3 * √3 = 3 := Real.mul_self_sqrt (by norm_num)
  have hrr : r * r = 1 / 12 := by rw [hr]; linear_combination h / 36
  -- Q fills both bonding orbitals and one of the two zero modes
  refine (groundEnergy_eq (H := ringH (-1)) (k := 3) (a := 2 * r) (b := 0)
    (Q := !![2/3, r, -1/6, 0, 1/6, -r; r, 1/3, r, 1/6, 0, -1/6; -1/6, r, 2/3, r, -1/6, 0;
      0, 1/6, r, 1/3, r, 1/6; 1/6, 0, -1/6, r, 2/3, r; -r, -1/6, 0, 1/6, r, 1/3])
    (G := !![2, 0, 1, 0, -1, 0; 0, 2, 0, 1, 0, -1; 1, 0, 2, 0, 1, 0;
      0, 1, 0, 2, 0, 1; -1, 0, 1, 0, 2, 0; 0, -1, 0, 1, 0, 2])
    ?_ ?_ ?_ ?_ ?_ (by rw [hr]; positivity) le_rfl ?_).trans ?_
  iterate 2
    · ext i j; fin_cases i <;> fin_cases j <;> rfl
  iterate 3
    · ext i j
      simp only [Matrix.mul_apply, Fin.sum_univ_six, Matrix.add_apply, Matrix.sub_apply,
        Matrix.smul_apply, Matrix.one_apply]
      fin_cases i <;> fin_cases j <;> simp [ringH, -mul_eq_zero] <;> linarith only [hrr]
  · simp [Matrix.trace, Fin.sum_univ_six]
    norm_num
  · simp only [Matrix.trace, Matrix.diag_apply, Matrix.mul_apply, Fin.sum_univ_six]
    simp [ringH]
    linarith

/-- The two-body expansion gives `6 - 6√5` for both signs of the closing hopping, while the
exact six-electron energies are `-8` for `s = 1` and `-4√3` for `s = -1`. -/
theorem twoBody_misses_ring_sign :
    (∀ s : ℝ, s = 1 ∨ s = -1 → twoBody s = 6 - 6 * √5) ∧
    groundEnergy (ringH 1) 3 = -8 ∧ groundEnergy (ringH (-1)) 3 = -4 * √3 := by
  refine ⟨fun s hs => ?_, ring_energy_pos, ring_energy_neg⟩
  simp only [twoBody, fragment_energy, pair_energy hs, Fin.sum_univ_three]
  ring

end

end HueckelRingFragments
```

```lean
#print axioms HueckelRingFragments.twoBody_misses_ring_sign
-- 'HueckelRingFragments.twoBody_misses_ring_sign' depends on axioms: [propext, Classical.choice, Quot.sound]
```

## What the theorems say, and for which electrons

The final theorem, `twoBody_misses_ring_sign`, has three parts: `twoBody s` equals $6-6\sqrt5$ whenever $s$ is $1$ or $-1$, and the two ring Hamiltonians have the exact six-electron energies in the table.

`groundEnergy H k` is the infimum of $2\operatorname{tr}(PH)$ over real symmetric projectors of trace $k$. Its second argument counts doubly occupied orbitals, so six electrons appear as `3`. `ringH s` is the ring matrix, `site` lists the fragment sites, and `fragment` and `pair` cut out the submatrices. In `twoBody`, the index `I + 1` is cyclic, so the pairs are $(0,1)$, $(1,2)$ and $(2,0)$: each pair of the three fragments once.

`groundEnergy_eq` is the bound derived above, with `G` standing for $H^2$. Inside it, `gram` states that $\operatorname{tr}(M^TM)\ge0$; `h1` to `h3` build the non-negative weighted trace, `e1` and `e2` are the two forms of $\operatorname{tr}(PH)$, and `linarith` combines them. Because $Q$ itself is an allowed state, `IsLeast.csInf_eq` turns the lower bound into the value of the infimum.

`groundEnergy_eq_witness` verifies the required relations for a single bond, and `fragment_energy` uses them. `pair_energy` first identifies each pair with `chain t`; the pair that contains the closing bond has $t=s$, and the other two have $t=1$. The pair and ring proofs supply $Q$ and $H^2$ as explicit matrices and check the relations entry by entry, where the derivation above uses polynomials in $H$. The letter `r` abbreviates $\sqrt5/10$ for the pairs and $\sqrt3/6$ for the Möbius ring. The last proof inserts the fragment and pair energies and simplifies with `ring`.

The theorems concern this one ring, this partition and non-interacting closed-shell electrons. For $s=-1$ the two zero modes share two electrons, and the closed-shell state is one of several with the same energy; electron repulsion would generally lift part of this degeneracy. The step to a real molecule, with interacting electrons and fragments that are capped or embedded in the field of their neighbours, is left open: the size of the three-body term there has to be computed for the method in use.
